# Eta pairing: [η⁺, η] = N − L, and η⁺ commutes with the total spin

In the title, $\eta^+$ is the sum of the on-site pair creators on $L$ sites with coefficients $\pm1$, $\eta$ is its adjoint, and $N$ is the particle number. Fermion operators can be modelled as matrices on Fock space or as abstract elements with prescribed anticommutators. Here they are elements of a real star-algebra `A`, and the canonical relations are a hypothesis. Jordan–Wigner matrices of size $4^L$ would turn those relations into something to prove and would supply state vectors, but would tie the algebra to one representation.

In Lean 4 with Mathlib:

```lean
import Mathlib

open Finset

namespace EtaPairing

noncomputable section
```

## (a) The commutator as a bilinear map

**Task.** Define $[x,y]$ so that sums and real factors pass through it, and recover the usual formula.

**Solution.** Multiplication is bilinear, and so is multiplication in the opposite order. Their difference is $[x,y]=xy-yx$.

```lean
/-- The commutator `[x, y] = x y - y x`, as a bilinear map. -/
def comm {A : Type*} [Ring A] [Algebra ℝ A] : A →ₗ[ℝ] A →ₗ[ℝ] A :=
  LinearMap.mul ℝ A - (LinearMap.mul ℝ A).flip

/-- The commutator written out as a difference of products. -/
theorem comm_apply {A : Type*} [Ring A] [Algebra ℝ A] (x y : A) :
    comm x y = x * y - y * x := by
  simp [comm]
```

## Fermions, pairs and the Hamiltonian

The annihilator $c_{i\uparrow}$ is `c (i, true)`, $c_{i\downarrow}$ is `c (i, false)`, and `star` is the adjoint. Labels $p,q,r$ denote modes, meaning site and spin together. The hypothesis `CanonicalFermions c` states $\{c_p,c_q\}=0$ and $\{c_p,c_q^*\}=\delta_{pq}$, where $\{x,y\}=xy+yx$.

```lean
/-- Canonical anticommutation relations for annihilators `c (i, s)` at site `i`,
with spin up for `s = true` and spin down for `s = false`. -/
structure CanonicalFermions {ι A : Type*} [DecidableEq ι] [Ring A] [StarRing A]
    (c : ι × Bool → A) : Prop where
  anti : ∀ p q, c p * c q + c q * c p = 0
  canon : ∀ p q, c p * star (c q) + star (c q) * c p = if p = q then 1 else 0
```

Write $P_j=c^*_{j\uparrow}c^*_{j\downarrow}$ for `pair c j` and $n_p=c_p^*c_p$ for `occ c p`.

```lean
/-- Creation of an up-down pair on site `j`. -/
def pair {ι A : Type*} [Ring A] [StarRing A] (c : ι × Bool → A) (j : ι) : A :=
  star (c (j, true)) * star (c (j, false))

/-- The occupation operator of a single mode. -/
def occ {ι A : Type*} [Ring A] [StarRing A] (c : ι × Bool → A) (p : ι × Bool) : A :=
  star (c p) * c p
```

On a finite set `ι` of $L$ sites, with real coefficients $e_i$, define
$$\eta^+=\sum_i e_iP_i,\quad N=\sum_i(n_{i\uparrow}+n_{i\downarrow}),\quad S^+=\sum_i c^*_{i\uparrow}c_{i\downarrow},\quad S^z=\tfrac12\sum_i(n_{i\uparrow}-n_{i\downarrow}).$$
Further, $\eta=(\eta^+)^*$ and $S^-=(S^+)^*$.

```lean
section Operators

variable {ι A : Type*} [Fintype ι] [Ring A] [StarRing A] [Algebra ℝ A]

/-- The eta-pairing operator: a sum of on-site pair creators with real coefficients `e i`. -/
def etaPlus (e : ι → ℝ) (c : ι × Bool → A) : A := ∑ i, e i • pair c i

/-- The total particle number. -/
def number (c : ι × Bool → A) : A := ∑ i, (occ c (i, true) + occ c (i, false))

/-- The total spin raising operator. -/
def spinPlus (c : ι × Bool → A) : A := ∑ i, star (c (i, true)) * c (i, false)

/-- The z component of the total spin. -/
def spinZ (c : ι × Bool → A) : A :=
  (1 / 2 : ℝ) • ∑ i, (occ c (i, true) - occ c (i, false))
```

The Hubbard Hamiltonian is $H=T+U\sum_i n_{i\uparrow}n_{i\downarrow}$, with $T=\sum_{i,j,s}t_{ij}c^*_{is}c_{js}$ and $s$ the spin. The sum runs over ordered pairs, and the customary minus sign is absorbed in $t_{ij}$.

```lean
/-- Spin-independent hopping with amplitudes `t i j`. -/
def hopping (t : ι → ι → ℝ) (c : ι × Bool → A) : A :=
  ∑ i, ∑ j, t i j • (star (c (i, true)) * c (j, true) + star (c (i, false)) * c (j, false))

/-- The Hubbard Hamiltonian: hopping plus an on-site interaction `U`. -/
def hubbard (t : ι → ι → ℝ) (U : ℝ) (c : ι × Bool → A) : A :=
  hopping t c + U • ∑ i, occ c (i, true) * occ c (i, false)

end Operators
```

## (b) Creators anticommute

**Task.** Show $\{c_p^*,c_q^*\}=0$.

**Solution.** Take the adjoint of $c_qc_p+c_pc_q=0$; it reverses each product.

```lean
variable {ι A : Type*} [DecidableEq ι] [Ring A] [StarRing A] [Algebra ℝ A]
  {c : ι × Bool → A}

omit [Algebra ℝ A] in
/-- Creation operators anticommute. -/
theorem creators_anticomm (h : CanonicalFermions c) (p q : ι × Bool) :
    star (c p) * star (c q) + star (c q) * star (c p) = 0 := by
  have := congrArg star (h.anti q p)
  simpa only [star_add, star_mul, star_zero] using this
```

## (c) The Pauli principle

**Task.** Show $(c_p^*)^2=0$.

**Solution.** Set $q=p$ in (b) to get $2(c_p^*)^2=0$, then halve.

```lean
/-- Pauli principle: no mode can be filled twice. -/
theorem creator_sq (h : CanonicalFermions c) (p : ι × Bool) :
    star (c p) * star (c p) = 0 := by
  calc star (c p) * star (c p)
      = (1 / 2 : ℝ) • (star (c p) * star (c p) + star (c p) * star (c p)) := by module
    _ = 0 := by rw [creators_anticomm h, smul_zero]
```

## (d) Moving one particle of a pair

**Task.** Compute $[c_p^*c_q,P_j]$.

**Solution.** For a single creator,
$$[c_p^*c_q,c_r^*]=c_p^*\{c_q,c_r^*\}-\{c_p^*,c_r^*\}c_q=\delta_{qr}c_p^*.$$
The product rule then gives
$$[c_p^*c_q,P_j]=\delta_{q,j\uparrow}c_p^*c^*_{j\downarrow}+\delta_{q,j\downarrow}c^*_{j\uparrow}c_p^*.$$
In the code, `k` is the first formula, and `noncomm_ring` checks the reordering.

```lean
/-- Moving a particle from mode `q` to mode `p`, commuted with an on-site pair creator,
replaces the member of the pair in mode `q` by one in mode `p`. -/
theorem transfer_pair (h : CanonicalFermions c) (p q : ι × Bool) (j : ι) :
    comm (star (c p) * c q) (pair c j) =
      (if q = (j, true) then star (c p) else 0) * star (c (j, false)) +
      star (c (j, true)) * (if q = (j, false) then star (c p) else 0) := by
  -- first the commutator with a single creator
  have k : ∀ r, comm (star (c p) * c q) (star (c r)) = if q = r then star (c p) else 0 := by
    intro r
    calc comm (star (c p) * c q) (star (c r))
        = star (c p) * (c q * star (c r) + star (c r) * c q)
          - (star (c p) * star (c r) + star (c r) * star (c p)) * c q := by
          rw [comm_apply]; noncomm_ring
      _ = _ := by rw [h.canon, creators_anticomm h]; split_ifs <;> simp
  rw [← k, ← k]
  simp only [comm_apply, pair]
  noncomm_ring
```

## (e) A pair creator against a pair annihilator

**Task.** Compute $[P_i,P_j^*]$.

**Solution.** First,
$$[P_i,c_q]=c^*_{i\uparrow}\{c^*_{i\downarrow},c_q\}-\{c^*_{i\uparrow},c_q\}c^*_{i\downarrow}=\delta_{q,i\downarrow}c^*_{i\uparrow}-\delta_{q,i\uparrow}c^*_{i\downarrow}.$$
Since $P_j^*=c_{j\downarrow}c_{j\uparrow}$, the product rule gives
$$[P_i,P_j^*]=\delta_{ij}(c^*_{i\uparrow}c_{i\uparrow}-c_{i\downarrow}c^*_{i\downarrow})=\delta_{ij}(n_{i\uparrow}+n_{i\downarrow}-1).$$
The proof splits on `i = j` for the last step.

```lean
/-- A pair creator and a pair annihilator commute on different sites; on one site their
commutator is the site occupation minus one. -/
theorem pair_comm_adjoint (h : CanonicalFermions c) (i j : ι) :
    comm (pair c i) (star (pair c j)) =
      if i = j then occ c (i, true) + occ c (i, false) - 1 else 0 := by
  have k : ∀ q, comm (pair c i) (c q) =
      star (c (i, true)) * (if q = (i, false) then 1 else 0)
        - (if q = (i, true) then 1 else 0) * star (c (i, false)) := by
    intro q
    rw [← h.canon q (i, false), ← h.canon q (i, true), comm_apply]
    unfold pair
    noncomm_ring
  have hs : star (pair c j) = c (j, false) * c (j, true) := by simp [pair]
  calc comm (pair c i) (star (pair c j))
      = comm (pair c i) (c (j, false)) * c (j, true)
        + c (j, false) * comm (pair c i) (c (j, true)) := by
        rw [hs]; simp only [comm_apply]; noncomm_ring
    _ = _ := by
        rw [k, k]
        by_cases hij : i = j
        · subst hij
          have hc := h.canon (i, false) (i, false)
          rw [if_pos rfl] at hc
          have hc' := eq_sub_of_add_eq hc
          simp [hc', occ]
          abel
        · simp [hij, Ne.symm hij]
```

## (f) The second su(2)

**Task.** For $e_i=\pm1$, find the commutators of $\eta^+$ with $\eta$, $N$ and the spin.

**Solution.** By (e), $[\eta^+,\eta]=\sum_i e_i^2(n_{i\uparrow}+n_{i\downarrow}-1)=N-L$. The rest follows from (d), pair by pair:

- $[N,P_j]=P_j+P_j$, so $[N,\eta^+]=2\eta^+$.
- $[S^+,P_j]=(c^*_{j\uparrow})^2=0$ and $[S^-,P_j]=(c^*_{j\downarrow})^2=0$.
- $[S^z,P_j]=\tfrac12(P_j-P_j)=0$.

With $\eta^z=(N-L)/2$ these read $[\eta^+,\eta]=2\eta^z$ and $[\eta^z,\eta^+]=\eta^+$. In the code $L$ is `Fintype.card ι`, `key` passes the commutator through the sum, and `StarModule` lets the adjoint leave real factors unchanged.

```lean
variable [Fintype ι]

/-- The eta-pairing algebra: `[η⁺, η] = N - L` and `[N, η⁺] = 2 η⁺`, and `η⁺` commutes
with the spin operators `S⁺`, `S⁻` and `S^z`. -/
theorem eta_pairing_algebra [StarModule ℝ A] (h : CanonicalFermions c) (e : ι → ℝ)
    (he : ∀ i, e i = 1 ∨ e i = -1) :
    comm (etaPlus e c) (star (etaPlus e c)) = number c - (Fintype.card ι : A) ∧
    comm (number c) (etaPlus e c) = (2 : ℝ) • etaPlus e c ∧
    comm (spinPlus c) (etaPlus e c) = 0 ∧
    comm (star (spinPlus c)) (etaPlus e c) = 0 ∧
    comm (spinZ c) (etaPlus e c) = 0 := by
  have hsq : ∀ i, e i * e i = 1 := by
    intro i
    rcases he i with h1 | h1 <;> simp [h1]
  have key : ∀ X : A, comm X (etaPlus e c) = ∑ i, e i • comm X (pair c i) := by
    intro X
    simp only [etaPlus, map_sum, map_smul]
  refine ⟨?_, ?_, ?_, ?_, ?_⟩
  · -- only equal sites survive, and there the sign squares to one
    have hs : star (etaPlus e c) = ∑ j, e j • star (pair c j) := by
      simp [etaPlus, star_sum, star_smul]
    rw [hs]
    simp only [etaPlus, map_sum, map_smul, LinearMap.sum_apply, LinearMap.smul_apply,
      pair_comm_adjoint h, smul_ite, smul_zero, sum_ite_eq', mem_univ,
      if_true, smul_smul, hsq, one_smul]
    simp [number, sum_sub_distrib]
  · have hN : ∀ j, comm (number c) (pair c j) = (2 : ℝ) • pair c j := by
      intro j
      simp [number, occ, transfer_pair h, sum_add_distrib]
      simp only [pair]
      module
    rw [key]
    simp only [hN, etaPlus, smul_sum]
    exact sum_congr rfl fun i _ => smul_comm _ _ _
  · -- a spin flip would fill one mode twice
    rw [key]
    simp [spinPlus, transfer_pair h, creator_sq h]
  · have hs : star (spinPlus c) = ∑ i, star (c (i, false)) * c (i, true) := by
      simp [spinPlus]
    rw [key, hs]
    simp [transfer_pair h, creator_sq h]
  · rw [key]
    simp [spinZ, occ, transfer_pair h, sum_sub_distrib]
```

## (g) Adding a pair to the Hubbard model

**Task.** Let $t_{ij}=t_{ji}$ be real, with $e_j=-e_i$ whenever $t_{ij}\ne0$. Show $[H,\eta^+]=U\eta^+$.

**Solution.** By (d), after relabelling one sum,
$$[T,\eta^+]=\sum_{i,k}(e_kt_{ik}+e_it_{ki})\,c^*_{i\uparrow}c^*_{k\downarrow}=0,$$
because each bracket vanishes (`h0`). For the interaction,
$$[n_{i\uparrow}n_{i\downarrow},P_k]=n_{i\uparrow}[n_{i\downarrow},P_k]+[n_{i\uparrow},P_k]n_{i\downarrow}=\delta_{ik}(n_{i\uparrow}P_i+P_in_{i\downarrow}).$$
Here $n_{i\uparrow}P_i=P_i$ by the canonical relation and (c), while $P_in_{i\downarrow}=0$ by (c). These are `e1` and `e2`. Summing gives $U\eta^+$.

For this finite one-band model with alternating signs, $\eta^+$ therefore turns an eigenstate of energy $E$ into one of energy $E+U$, unless it annihilates the state. This gives an exact check for a diagonalisation code.

**Two sites in numbers.** Take $e=(1,-1)$, $t_{12}=t_{21}=-1$, $t_{11}=t_{22}=0$, $U=4$. Hopping sends $P_1|0\rangle$ and $P_2|0\rangle$ to the same vector, so it annihilates the normalised state $(P_1-P_2)|0\rangle/\sqrt2$, whose energy is $4$.

```lean
/-- For real symmetric hopping that joins only sites with opposite coefficients `e i`, the Hubbard
Hamiltonian satisfies `[H, η⁺] = U η⁺`. -/
theorem hubbard_eta (h : CanonicalFermions c) (e : ι → ℝ) (t : ι → ι → ℝ) (U : ℝ)
    (hsymm : ∀ i j, t i j = t j i) (hbip : ∀ i j, t i j ≠ 0 → e j = -e i) :
    comm (hubbard t U c) (etaPlus e c) = U • etaPlus e c := by
  have key : ∀ X : A, comm X (etaPlus e c) = ∑ i, e i • comm X (pair c i) := by
    intro X
    simp only [etaPlus, map_sum, map_smul]
  -- broken pairs coming from the two sites joined by a hopping term cancel
  have hT : comm (hopping t c) (etaPlus e c) = 0 := by
    have hk : ∀ k, comm (hopping t c) (pair c k) = ∑ i, t i k •
        (star (c (i, true)) * star (c (k, false))
          + star (c (k, true)) * star (c (i, false))) := by
      intro k
      simp [hopping, transfer_pair h, smul_add, sum_add_distrib]
    rw [key]
    simp only [hk, smul_add, smul_sum, sum_add_distrib, smul_smul]
    rw [sum_comm, ← sum_add_distrib]
    refine sum_eq_zero fun i _ => ?_
    rw [← sum_add_distrib]
    refine sum_eq_zero fun k _ => ?_
    have h0 : e k * t i k + e i * t k i = 0 := by
      rw [hsymm k i]
      by_cases hz : t i k = 0
      · simp [hz]
      · rw [hbip i k hz]; ring
    rw [← add_smul, h0, zero_smul]
  -- the interaction counts the created pair once
  have hD : ∀ i k, comm (occ c (i, true) * occ c (i, false)) (pair c k) =
      if i = k then pair c k else 0 := by
    intro i k
    have hl : comm (occ c (i, true) * occ c (i, false)) (pair c k) =
        occ c (i, true) * comm (occ c (i, false)) (pair c k)
          + comm (occ c (i, true)) (pair c k) * occ c (i, false) := by
      simp only [comm_apply]; noncomm_ring
    rw [hl]
    by_cases hik : i = k
    · subst hik
      have n1 : comm (occ c (i, true)) (pair c i) = pair c i := by
        unfold occ
        rw [transfer_pair h]
        simp [pair]
      have n2 : comm (occ c (i, false)) (pair c i) = pair c i := by
        unfold occ
        rw [transfer_pair h]
        simp [pair]
      have e1 : occ c (i, true) * pair c i = pair c i := by
        calc occ c (i, true) * pair c i
            = star (c (i, true)) * (c (i, true) * star (c (i, true))
                + star (c (i, true)) * c (i, true)) * star (c (i, false))
              - (star (c (i, true)) * star (c (i, true))) * c (i, true)
                * star (c (i, false)) := by
              unfold occ pair; noncomm_ring
          _ = pair c i := by
              rw [h.canon, if_pos rfl, creator_sq h]; simp [pair]
      have e2 : pair c i * occ c (i, false) = 0 := by
        calc pair c i * occ c (i, false)
            = star (c (i, true)) * (star (c (i, false)) * star (c (i, false)))
              * c (i, false) := by unfold occ pair; noncomm_ring
          _ = 0 := by rw [creator_sq h]; simp
      rw [n1, n2, e1, e2, add_zero, if_pos rfl]
    · simp [occ, transfer_pair h, hik]
  have hV : comm (∑ i, occ c (i, true) * occ c (i, false)) (etaPlus e c) = etaPlus e c := by
    rw [key]
    simp [hD, etaPlus]
  simp only [hubbard, map_add, map_smul, LinearMap.add_apply, LinearMap.smul_apply, hT, hV,
    zero_add]
```

## (h) One site as explicit matrices

**Task.** Exhibit matrices that satisfy the canonical relations.

**Solution.** In the basis $|0\rangle$, $|{\uparrow}\rangle$, $|{\downarrow}\rangle$, $|d\rangle=c^*_\uparrow c^*_\downarrow|0\rangle$, the nonzero actions are
$$c_\uparrow|{\uparrow}\rangle=|0\rangle,\quad c_\uparrow|d\rangle=|{\downarrow}\rangle,\quad c_\downarrow|{\downarrow}\rangle=|0\rangle,\quad c_\downarrow|d\rangle=-|{\uparrow}\rangle.$$
Both squares vanish. On $|d\rangle$, $c_\uparrow c_\downarrow$ gives $-|0\rangle$ and $c_\downarrow c_\uparrow$ gives $|0\rangle$. On $|{\uparrow}\rangle$, $c_\uparrow c_\downarrow^*$ gives $-|{\downarrow}\rangle$ and $c_\downarrow^*c_\uparrow$ gives $|{\downarrow}\rangle$. On the other basis states these products vanish, and the remaining mixed relation is the adjoint. For equal modes, one of $c_pc_p^*$ and $c_p^*c_p$ returns a given basis state and the other annihilates it, so their sum is $1$.

`decide +kernel` checks the integer tables, and a ring homomorphism carries the identities to complex matrices. For more than one site, the canonical relations remain a hypothesis.

```lean
/-- Integer matrix elements of the annihilators of one site, in the basis empty, up, down,
doubly occupied. -/
def siteTable (p : Unit × Bool) : Matrix (Fin 4) (Fin 4) ℤ :=
  if p.2 = true then !![0, 1, 0, 0; 0, 0, 0, 0; 0, 0, 0, 1; 0, 0, 0, 0]
  else !![0, 0, 1, 0; 0, 0, 0, -1; 0, 0, 0, 0; 0, 0, 0, 0]

/-- The annihilators of one site as complex matrices. -/
def siteModes (p : Unit × Bool) : Matrix (Fin 4) (Fin 4) ℂ :=
  (Int.castRingHom ℂ).mapMatrix (siteTable p)

/-- The explicit one-site matrices are canonical fermions. -/
theorem canonicalFermions_witness : CanonicalFermions siteModes := by
  -- the relations are checked on integers and carried over to complex matrices
  have h1 : ∀ p q, siteTable p * siteTable q + siteTable q * siteTable p = 0 := by
    decide +kernel
  have h2 : ∀ p q, siteTable p * (siteTable q).transpose
      + (siteTable q).transpose * siteTable p = if p = q then 1 else 0 := by
    decide +kernel
  have hs : ∀ q, star (siteModes q) =
      (Int.castRingHom ℂ).mapMatrix (siteTable q).transpose := by
    intro q
    ext i j
    simp [siteModes, Matrix.star_apply]
  constructor
  · intro p q
    unfold siteModes
    rw [← map_mul, ← map_mul, ← map_add, h1, map_zero]
  · intro p q
    rw [hs]
    unfold siteModes
    rw [← map_mul, ← map_mul, ← map_add, h2]
    split_ifs
    · exact map_one _
    · exact map_zero _

end

end EtaPairing
```

```lean
#print axioms EtaPairing.eta_pairing_algebra
#print axioms EtaPairing.hubbard_eta
```

```
'EtaPairing.eta_pairing_algebra' depends on axioms: [propext, Classical.choice, Quot.sound]
'EtaPairing.hubbard_eta' depends on axioms: [propext, Classical.choice, Quot.sound]
```
